# Barycentre rule: the first-order shifts of a multiplet sum to zero when the perturbation averages to zero over a finite symmetry group

Take two equivalent, uncoupled sites with orthonormal states $e_0$ and $e_1$ of equal energy. A reflection $P$ exchanges them: $Pe_0=e_1$ and $Pe_1=e_0$. Now apply a bias $V$ that raises site 0 by one unit of energy and lowers site 1 by the same amount. Reflecting the bias reverses it, $P^\dagger VP=-V$, so the sum over the two operations, identity and reflection, is $V+P^\dagger VP=0$. Since $e_0=Pe_1$,

$$\langle e_0,Ve_0\rangle=\langle Pe_1,VPe_1\rangle=\langle e_1,P^\dagger VP\,e_1\rangle=-\langle e_1,Ve_1\rangle .$$

The two shifts cancel because the symmetry carries one state into the other while reversing the perturbation. In a general multiplet an operation mixes the states instead of permuting them, and unitarity of the mixing matrix does the work of the exchange.

## States, operations and mixing matrices

The states live in a complex Hilbert space `E`. The finite type `G` labels the symmetry operations and the finite type `n` labels the states $u_i$ of the multiplet. Mathlib's inner product `inner ℂ x y` is conjugate-linear in the first argument and linear in the second, as in Dirac notation.

```lean
import Mathlib

open Matrix

namespace BarycentreRule

noncomputable section

variable {G n E : Type*} [Fintype G] [Fintype n] [DecidableEq n]
  [NormedAddCommGroup E] [InnerProductSpace ℂ E] [CompleteSpace E]
```

Each operation $g$ acts through a bounded operator $U(g)$, and the perturbation $V$ is bounded too. The type `E →L[ℂ] E` expresses this, so unbounded perturbations, such as a dipole operator on all of space, are not covered. The symmetrised perturbation is the plain sum

$$S(V)=\sum_g U(g)^\dagger VU(g),$$

without the factor $1/|G|$ of an average; either version vanishes exactly when the other does. When the $U(g)$ form a unitary representation of a group, $S(V)/|G|$ is the fully symmetric part of $V$. The condition $S(V)=0$ then says that the perturbation has no such part.

```lean
/-- The perturbation `V` summed over all symmetry operations, `∑ g, U(g)† V U(g)`. -/
def symmetrySum (U : G → E →L[ℂ] E) (V : E →L[ℂ] E) : E →L[ℂ] E :=
  ∑ g, star (U g) * V * U g
```

Within the multiplet the perturbation has the matrix $W_{ij}=\langle u_i,Vu_j\rangle$. Its eigenvalues are the first-order energy shifts if the $u_i$ are an orthonormal basis of a whole degenerate level. The definition itself accepts any family of vectors, and the unperturbed Hamiltonian does not appear.

```lean
/-- The matrix `⟨u i, V u j⟩` of the perturbation `V` between the vectors of the family `u`, here
called the secular matrix. -/
def secularMatrix (u : n → E) (V : E →L[ℂ] E) : Matrix n n ℂ :=
  Matrix.of fun i j => inner ℂ (u i) (V (u j))
```

## Unitary mixing preserves the diagonal sum

Let one operation $T$ act on the multiplet by $Tu_j=\sum_i D_{ij}u_i$, with $D$ unitary. Expanding both sides of the inner product gives

$$\sum_j\langle Tu_j,VTu_j\rangle=\sum_j\sum_i\sum_k D_{kj}\overline{D_{ij}}\,\langle u_i,Vu_k\rangle .$$

Only the two matrix elements of $D$ depend on $j$, so the sum over $j$ can be done first:

$$\sum_j D_{kj}\overline{D_{ij}}=(DD^\dagger)_{ki}=\delta_{ki}.$$

What remains is $\sum_i\langle u_i,Vu_i\rangle$.

The proof turns on how Lean supplies this orthogonality relation. The hypothesis `hD` is membership of `Matrix.unitaryGroup n ℂ`, and `Matrix.mem_unitaryGroup_iff` converts it into the matrix equation `D * star D = 1`. This is the product needed here, because the summed index $j$ is the column index in both factors. An equation between matrices is an equation between functions of two indices, so applying `congrFun` twice, at `k` and then at `i`, extracts a single entry. Writing out the product, the conjugate transpose and the identity matrix turns that entry into `hrow`. The three stages of the `calc` block are then the expansion, the exchange of sums and the collapse of the Kronecker delta.

```lean
omit [CompleteSpace E] in
/-- If an operation `T` mixes the states of a multiplet by a unitary matrix, the sum of the
diagonal elements of `V` is the same for the transformed states as for the original ones. -/
theorem diagonal_sum_invariant (T V : E →L[ℂ] E) (u : n → E) (D : Matrix n n ℂ)
    (hD : D ∈ Matrix.unitaryGroup n ℂ) (hT : ∀ j, T (u j) = ∑ i, D i j • u i) :
    ∑ j, inner ℂ (T (u j)) (V (T (u j))) = ∑ i, inner ℂ (u i) (V (u i)) := by
  -- the rows of a unitary matrix are orthonormal
  have hrow : ∀ k i, ∑ j, D k j * (starRingEnd ℂ) (D i j) = if k = i then 1 else 0 := by
    intro k i
    have h := congrFun (congrFun (Matrix.mem_unitaryGroup_iff.mp hD) k) i
    simpa [Matrix.mul_apply, Matrix.star_apply, Matrix.one_apply] using h
  calc ∑ j, inner ℂ (T (u j)) (V (T (u j)))
      = ∑ j, ∑ i, ∑ k, (D k j * (starRingEnd ℂ) (D i j)) * inner ℂ (u i) (V (u k)) := by
        refine Finset.sum_congr rfl fun j _ => ?_
        rw [hT j, map_sum, sum_inner]
        refine Finset.sum_congr rfl fun i _ => ?_
        rw [inner_sum]
        refine Finset.sum_congr rfl fun k _ => ?_
        rw [map_smul, inner_smul_left, inner_smul_right]
        ring
    _ = ∑ i, ∑ k, (∑ j, D k j * (starRingEnd ℂ) (D i j)) * inner ℂ (u i) (V (u k)) := by
        rw [Finset.sum_comm]
        refine Finset.sum_congr rfl fun i _ => ?_
        rw [Finset.sum_comm]
        refine Finset.sum_congr rfl fun k _ => ?_
        rw [Finset.sum_mul]
    _ = ∑ i, inner ℂ (u i) (V (u i)) := by
        simp [hrow]
```

The operator $T$ need not be unitary, and the $u_i$ need not be normalised or even linearly independent. Unitarity of $D$ is assumed directly. In the usual physical setting it follows: if the $u_i$ are orthonormal and a unitary $T$ maps their span into itself, then $D$ is unitary.

## Every operation contributes the same amount

Moving $U(g)^\dagger$ to the other side of the inner product gives

$$\langle u_j,U(g)^\dagger VU(g)u_j\rangle=\langle U(g)u_j,VU(g)u_j\rangle .$$

Summed over $j$, the right-hand side is the quantity just shown to be independent of the mixing. Each $g$ therefore contributes $\sum_i\langle u_i,Vu_i\rangle$, and

$$\sum_j\langle u_j,S(V)u_j\rangle=|G|\sum_i\langle u_i,Vu_i\rangle .$$

In the code, `hmove` moves the adjoint across, `Finset.sum_comm` puts the sum over operations outside, and the previous theorem evaluates each term.

```lean
/-- If every operation mixes the states of a multiplet by a unitary matrix, the diagonal sum of the
symmetrised perturbation over the multiplet is the number of operations times the diagonal sum of
the perturbation itself. -/
theorem diagonal_sum_symmetrySum (U : G → E →L[ℂ] E) (V : E →L[ℂ] E) (u : n → E)
    (D : G → Matrix n n ℂ) (hD : ∀ g, D g ∈ Matrix.unitaryGroup n ℂ)
    (hU : ∀ g j, U g (u j) = ∑ i, D g i j • u i) :
    ∑ j, inner ℂ (u j) (symmetrySum U V (u j))
      = (Fintype.card G : ℂ) * ∑ i, inner ℂ (u i) (V (u i)) := by
  -- move each `U(g)†` to the other side of the inner product
  have hmove : ∀ g j, inner ℂ (u j) ((star (U g) * V * U g) (u j))
      = inner ℂ (U g (u j)) (V (U g (u j))) := by
    intro g j
    rw [ContinuousLinearMap.star_eq_adjoint]
    exact ContinuousLinearMap.adjoint_inner_right _ _ _
  simp only [symmetrySum, _root_.sum_apply, inner_sum, hmove]
  rw [Finset.sum_comm, Finset.sum_congr rfl fun g _ =>
    diagonal_sum_invariant (U g) V u (D g) (hD g) (hU g)]
  simp
```

## The barycentre stays fixed

If $S(V)=0$, the left-hand side of the last identity is zero. There is at least one operation, so $|G|\neq0$, and division by it leaves

$$\sum_i\langle u_i,Vu_i\rangle=0 .$$

The Lean statement asks only that `G` be finite and nonempty. It uses no group multiplication, and the multiplet need not be irreducible.

```lean
/-- **Barycentre rule.** If every operation mixes the states of a multiplet by a unitary matrix and
the perturbation sums to zero over the operations, its diagonal elements over the multiplet sum to
zero. -/
theorem barycentre_rule [Nonempty G] (U : G → E →L[ℂ] E) (V : E →L[ℂ] E) (u : n → E)
    (D : G → Matrix n n ℂ) (hD : ∀ g, D g ∈ Matrix.unitaryGroup n ℂ)
    (hU : ∀ g j, U g (u j) = ∑ i, D g i j • u i) (hV : symmetrySum U V = 0) :
    ∑ i, inner ℂ (u i) (V (u i)) = 0 := by
  have h := diagonal_sum_symmetrySum U V u D hD hU
  have hcard : (Fintype.card G : ℂ) ≠ 0 := Nat.cast_ne_zero.mpr Fintype.card_ne_zero
  rw [hV] at h
  simpa [hcard] using h.symm
```

For a multiplet of one state, $D(g)$ is a phase and the rule reads $\langle u,Vu\rangle=0$: a nondegenerate level has no first-order shift. At the other extreme, if the identity is the only operation, then $S(V)=V$ and the condition admits only $V=0$.

The familiar crystal-field version of the rule, for the levels of a free ion, averages over the continuous group of all rotations. The sums here are finite, so that average would need an integral in place of `∑ g`.

## From diagonal elements to energy shifts

For self-adjoint $V$ the matrix $W$ is Hermitian:

$$\overline{W_{ji}}=\overline{\langle u_j,Vu_i\rangle}=\langle Vu_i,u_j\rangle=\langle u_i,Vu_j\rangle=W_{ij}.$$

The proof chains the conjugate symmetry of the inner product with the symmetry of $V$.

```lean
omit [Fintype n] [DecidableEq n] in
/-- A self-adjoint perturbation has a Hermitian secular matrix. -/
theorem secularMatrix_isHermitian (u : n → E) {V : E →L[ℂ] E} (hV : IsSelfAdjoint V) :
    (secularMatrix u V).IsHermitian := by
  ext i j
  exact (inner_conj_symm _ _).trans (hV.isSymmetric (u i) (u j))
```

A Hermitian matrix has real eigenvalues $\lambda_i$, and their sum is its trace. Hence

$$\sum_i\lambda_i=\operatorname{tr}W=\sum_i\langle u_i,Vu_i\rangle=0 .$$

Mathlib's `eigenvalues` are real numbers while the trace is complex, so the proof obtains the equation in $\mathbb C$ and returns to $\mathbb R$ through `Complex.ofReal_injective`. The label `i` on an eigenvalue merely numbers it and does not tie it to the state $u_i$.

```lean
/-- If every operation mixes the states of a multiplet by a unitary matrix and a self-adjoint
perturbation sums to zero over the operations, the eigenvalues of its secular matrix add up to zero.
-/
theorem sum_shifts_eq_zero [Nonempty G] (U : G → E →L[ℂ] E) (V : E →L[ℂ] E) (u : n → E)
    (D : G → Matrix n n ℂ) (hD : ∀ g, D g ∈ Matrix.unitaryGroup n ℂ)
    (hU : ∀ g j, U g (u j) = ∑ i, D g i j • u i) (hV : symmetrySum U V = 0)
    (hs : IsSelfAdjoint V) :
    ∑ i, (secularMatrix_isHermitian u hs).eigenvalues i = 0 := by
  have h := (secularMatrix_isHermitian u hs).trace_eq_sum_eigenvalues
  have h0 : (secularMatrix u V).trace = 0 := barycentre_rule U V u D hD hU hV
  rw [h0] at h
  apply Complex.ofReal_injective
  simpa using h.symm
```

In a finite-dimensional electronic-structure model with finite symmetry, this gives a check on a computed first-order splitting of a degenerate level: if the perturbation has no fully symmetric part, the shifts must add to zero.

Suppose now that some $\lambda_k\neq0$. If no eigenvalue were negative, a sum of nonnegative numbers would vanish, which forces every term to vanish, including $\lambda_k$. So some eigenvalue is negative, and the same argument with the signs reversed gives a positive one. To first order, a multiplet that shifts at all has a level that rises and a level that falls. In Lean the positive eigenvalue comes from a Mathlib lemma on sums equal to zero, and the negative one from the contradiction just described.

```lean
/-- Under the conditions of `sum_shifts_eq_zero`, if one eigenvalue of the secular matrix is
nonzero, then some eigenvalue is positive and some eigenvalue is negative. -/
theorem some_rise_some_fall [Nonempty G] (U : G → E →L[ℂ] E) (V : E →L[ℂ] E) (u : n → E)
    (D : G → Matrix n n ℂ) (hD : ∀ g, D g ∈ Matrix.unitaryGroup n ℂ)
    (hU : ∀ g j, U g (u j) = ∑ i, D g i j • u i) (hV : symmetrySum U V = 0)
    (hs : IsSelfAdjoint V) (k : n) (hk : (secularMatrix_isHermitian u hs).eigenvalues k ≠ 0) :
    (∃ i, 0 < (secularMatrix_isHermitian u hs).eigenvalues i) ∧
      ∃ j, (secularMatrix_isHermitian u hs).eigenvalues j < 0 := by
  have h := sum_shifts_eq_zero U V u D hD hU hV hs
  constructor
  · obtain ⟨i, _, hi⟩ := Finset.exists_pos_of_sum_zero_of_exists_nonzero _ h
      ⟨k, Finset.mem_univ k, hk⟩
    exact ⟨i, hi⟩
  · by_contra hneg
    push Not at hneg
    exact hk ((Finset.sum_eq_zero_iff_of_nonneg fun i _ => hneg i).mp h k (Finset.mem_univ k))
```

## Perturbations that carry a nontrivial character

The condition $S(V)=0$ can often be read off from the symmetry type of the perturbation. Let $G$ be a group and suppose that

$$U(g)^\dagger VU(g)=\chi(g)V,$$

where $\chi$ is multiplicative and $\chi(a)\neq1$ for some $a$. If $G$ consists of the identity and a reflection, a perturbation that is odd under the reflection is of this kind, with $\chi=-1$ on the reflection. As $g$ runs through the group, so does $ag$, and therefore

$$\chi(a)\sum_g\chi(g)=\sum_g\chi(ag)=\sum_g\chi(g).$$

Thus $(\chi(a)-1)\sum_g\chi(g)=0$. The first factor is nonzero, so the character sum vanishes, and $S(V)=\bigl(\sum_g\chi(g)\bigr)V=0$.

The type `G →* ℂ` encodes the multiplicativity of $\chi$, and `Equiv.mulLeft a` is the relabelling $g\mapsto ag$. This is the one step that uses the group law.

```lean
/-- A perturbation that transforms by a nontrivial one-dimensional character of the symmetry
group sums to zero over the group. -/
theorem symmetrySum_eq_zero_of_character [Group G] (U : G → E →L[ℂ] E) (V : E →L[ℂ] E)
    (χ : G →* ℂ) (hχ : ∀ g, star (U g) * V * U g = χ g • V) (a : G) (ha : χ a ≠ 1) :
    symmetrySum U V = 0 := by
  -- relabelling the group elements multiplies the character sum by `χ a`
  have hshift : χ a * ∑ g, χ g = ∑ g, χ g := by
    rw [Finset.mul_sum, ← Equiv.sum_comp (Equiv.mulLeft a) (fun g => χ g)]
    simp
  have hzero : ∑ g, χ g = 0 := by
    have h : (χ a - 1) * ∑ g, χ g = 0 := by linear_combination hshift
    exact (mul_eq_zero.mp h).resolve_left (sub_ne_zero.mpr ha)
  simp only [symmetrySum, hχ]
  rw [← Finset.sum_smul, hzero, zero_smul]
```

## The two biased sites in matrix form

The opening example shows that the conditions can be met by a perturbation that does split the level. The two-element group is `ℤˣ`, whose elements are $1$ and $-1$. The first is represented by the identity matrix, the second by the exchange of the sites.

```lean
/-- The matrices of the two-element group `{1, -1}` on two sites: `-1` exchanges the sites. -/
def swapMatrix (s : ℤˣ) : Matrix (Fin 2) (Fin 2) ℂ :=
  if s = 1 then !![1, 0; 0, 1] else !![0, 1; 1, 0]
```

A $2\times2$ matrix becomes an operator on the two-site space through `Matrix.toEuclideanCLM`.

```lean
/-- The operator on the two-site state space with a given matrix. -/
def siteOp (A : Matrix (Fin 2) (Fin 2) ℂ) :
    EuclideanSpace ℂ (Fin 2) →L[ℂ] EuclideanSpace ℂ (Fin 2) :=
  Matrix.toEuclideanCLM (n := Fin 2) (𝕜 := ℂ) A
```

In the site basis,

$$V=\begin{pmatrix}1&0\\0&-1\end{pmatrix},\qquad
P=\begin{pmatrix}0&1\\1&0\end{pmatrix},\qquad
P^\dagger VP=\begin{pmatrix}-1&0\\0&1\end{pmatrix}=-V .$$

The theorem has five parts: both group matrices are unitary, the operators mix the site states by these matrices, the symmetrised bias is zero, the bias is self-adjoint, and the secular matrix is $\operatorname{diag}(1,-1)$. Its diagonal form shows the shifts at once, $+1$ and $-1$ in the chosen unit of energy.

The proof goes through the two group elements and the matrix entries one at a time. For the symmetrised bias it first carries the operator equation back to matrices, where the two terms are $V$ and $-V$.

```lean
/-- Two sites exchanged by a reflection, with opposite energies `1` and `-1` on the sites as
perturbation, meet the conditions of the barycentre rule with a nonzero secular matrix. -/
theorem barycentre_witness :
    (∀ s, swapMatrix s ∈ Matrix.unitaryGroup (Fin 2) ℂ) ∧
    (∀ s j, siteOp (swapMatrix s) (EuclideanSpace.single j 1)
      = ∑ i, swapMatrix s i j • EuclideanSpace.single i (1 : ℂ)) ∧
    symmetrySum (fun s => siteOp (swapMatrix s)) (siteOp !![1, 0; 0, -1]) = 0 ∧
    IsSelfAdjoint (siteOp !![1, 0; 0, -1]) ∧
    secularMatrix (fun i : Fin 2 => EuclideanSpace.single i (1 : ℂ)) (siteOp !![1, 0; 0, -1])
      = !![1, 0; 0, -1] := by
  have hne : (-1 : ℤˣ) ≠ 1 := by decide
  have huniv : (Finset.univ : Finset ℤˣ) = {1, -1} := by decide
  refine ⟨fun s => ?_, fun s j => ?_, ?_, ?_, ?_⟩
  · rw [Matrix.mem_unitaryGroup_iff]
    rcases Int.units_eq_one_or s with rfl | rfl <;> ext i j <;> fin_cases i <;> fin_cases j <;>
      simp [swapMatrix, hne, Matrix.mul_apply, Fin.sum_univ_two, Matrix.star_apply]
  · ext k
    fin_cases j <;> fin_cases k <;>
      simp [siteOp, Matrix.ofLp_toEuclideanCLM, Matrix.mulVec, dotProduct, Fin.sum_univ_two]
  · -- the two terms of the sum are `V` and `-V`
    simp only [symmetrySum, siteOp, ← map_star, ← map_mul, ← map_sum]
    rw [← map_zero (Matrix.toEuclideanCLM (n := Fin 2) (𝕜 := ℂ))]
    congr 1
    rw [huniv, Finset.sum_pair hne.symm]
    ext i j
    fin_cases i <;> fin_cases j <;>
      simp [swapMatrix, hne, Matrix.mul_apply, Fin.sum_univ_two, Matrix.star_apply]
  · rw [IsSelfAdjoint, siteOp, ← map_star]
    congr 1
    ext i j
    fin_cases i <;> fin_cases j <;> simp [Matrix.star_apply]
  · ext i j
    fin_cases i <;> fin_cases j <;>
      simp [secularMatrix, siteOp, EuclideanSpace.inner_single_left,
        Matrix.ofLp_toEuclideanCLM, Matrix.mulVec, dotProduct]

end

end BarycentreRule
```

```lean
#print axioms BarycentreRule.some_rise_some_fall
#print axioms BarycentreRule.symmetrySum_eq_zero_of_character
```

```
'BarycentreRule.some_rise_some_fall' depends on axioms: [propext, Classical.choice, Quot.sound]
'BarycentreRule.symmetrySum_eq_zero_of_character' depends on axioms: [propext, Classical.choice, Quot.sound]
```
